# For weak tunnelling, a Hermitian barrier coupling guarantees nonnegative magnetoresistance between identical electrodes exactly when it is semidefinite

A magnetic tunnel junction has two ferromagnetic electrodes separated by a thin insulating barrier. Its conductance is measured with the magnetisations parallel and again with them antiparallel. Suppose that the electrodes are made of the same material and have the same interface. Can the antiparallel conductance be the larger one?

If each electrode offers a single orbital to the barrier and the tunnelling is weak, the answer is no. With majority and minority densities of states $u$ and $d$ and a real coupling $t$, the parallel conductance is proportional to $t^2(u^2+d^2)$ and the antiparallel one to $2t^2ud$. The difference $t^2(u-d)^2$ is never negative. With several orbitals, tunnelling amplitudes can interfere, and the answer depends on the barrier.

## Interference decides the sign

Let $U$ and $D$ be the majority and minority spectral matrices of either electrode over its interface orbitals. They are positive semidefinite because their expectation value in any orbital is a density of states. Let $B$ be the coupling through the barrier, assumed Hermitian and the same for both spins. To lowest order in $B$ and up to a common positive prefactor, a spin channel between spectral matrices $L$ and $R$ transmits $\operatorname{tr}(LBRB)$. This number is real: its complex conjugate is $\operatorname{tr}(BRBL)$, which equals $\operatorname{tr}(LBRB)$ by cyclicity.

Spin is conserved in tunnelling, so parallel magnetisations connect majority to majority and minority to minority, while antiparallel ones connect majority to minority and the reverse:

$$P=\operatorname{tr}(UBUB)+\operatorname{tr}(DBDB),\qquad A=\operatorname{tr}(UBDB)+\operatorname{tr}(DBUB)=2\operatorname{tr}(UBDB).$$

The magnetoresistance is called nonnegative when $P\ge A$. The claim is that, for a given Hermitian $B$, this holds for all positive semidefinite $U$ and $D$ exactly when $B$ or $-B$ is positive semidefinite.

**A semidefinite coupling suffices.** Put $X=U-D$. Expanding the product gives

$$\operatorname{tr}(XBXB)=\operatorname{tr}(UBUB)-\operatorname{tr}(UBDB)-\operatorname{tr}(DBUB)+\operatorname{tr}(DBDB)=P-A.$$

If $B$ is positive semidefinite, write $B=C^\dagger C$ and $M=CXC^\dagger$. Since $X$ is Hermitian, so is $M$, and moving the last $C$ to the front of the trace gives

$$P-A=\operatorname{tr}(XC^\dagger CXC^\dagger C)=\operatorname{tr}(MM^\dagger)=\sum_{i,j}|M_{ij}|^2\ge 0.$$

If $-B$ is positive semidefinite, the same argument applies to $-B$, because $B$ enters each trace twice.

When $B$ is positive definite, $P=A$ forces $M=0$, hence $BXB=C^\dagger MC=0$. As $B$ is invertible, $X=0$ and $U=D$. If instead a positive semidefinite $B$ annihilates some nonzero orbital $k$, then $U=|k\rangle\langle k|$ and $D=0$ give $P=A$ with $U\neq D$.

**An indefinite coupling fails.** For single-orbital spectral matrices the trace becomes a squared matrix element:

$$\operatorname{tr}\big(|a\rangle\langle a|B|b\rangle\langle b|B\big)=\langle a|B|b\rangle\langle b|B|a\rangle=|\langle a|B|b\rangle|^2.$$

If neither $B$ nor $-B$ is positive semidefinite, there are vectors $v,w$ with $\beta=\langle v|B|v\rangle>0$ and $\langle w|B|w\rangle=-\gamma<0$. Write $\langle v|B|w\rangle=x+iy$, and take $a=v+w$ for the majority orbital and $b=v-w$ for the minority one. Then

$$\langle a|B|a\rangle=\beta-\gamma+2x,\quad \langle b|B|b\rangle=\beta-\gamma-2x,\quad \langle a|B|b\rangle=\beta+\gamma-2iy,$$

and therefore

$$P-A=2(\beta-\gamma)^2+8x^2-2(\beta+\gamma)^2-8y^2=-8\beta\gamma+8(x^2-y^2).$$

This is negative if $x^2\le y^2$. Otherwise replace $w$ by $iw$, which keeps $\gamma$ and exchanges $x^2$ with $y^2$.

**Two orbitals.** Let $B=\operatorname{diag}(1,-1)$, with majority orbital $(1,1)$ and minority orbital $(1,-1)$. From majority to majority, and likewise from minority to minority, the two paths cancel, $1-1=0$; between majority and minority they add, $1+1=2$. So $P=0$ and $A=2\cdot 2^2=8$. With orbitals normalised to length one, the values are $P=0$ and $A=2$.

In this non-interacting, spin-conserving model, a negative magnetoresistance found in a transport calculation is therefore not by itself a sign that the electrodes differ.

## Conductances as traces over a finite set of orbitals

The type `n` labels the interface orbitals, of which there are finitely many. The same labels serve both sides of the barrier, so "identical electrodes" means that the same matrices $U$ and $D$ describe both once their orbitals have been matched. The definiteness of $B$ refers to this matching.

In Lean 4 with Mathlib:

```lean
import Mathlib

open Matrix
open scoped ComplexOrder

namespace TunnellingMagnetoresistance

noncomputable section

variable {n : Type*} [Fintype n]
```

The transmission is defined as a real part, which makes it a real number for any matrices.

```lean
/-- Transmission of one spin channel, up to a constant prefactor, between electrodes with Hermitian
spectral matrices `L` and `R` through the Hermitian barrier coupling `B`. -/
def transmission (B L R : Matrix n n ℂ) : ℝ := (trace (L * B * R * B)).re
```

The two magnetic configurations are sums over spin channels. Everything refers to one energy. Spin flips, interactions and a non-Hermitian effective coupling lie beyond this model.

```lean
/-- Conductance for parallel magnetisations: majority to majority plus minority to minority. -/
def parallel (B U D : Matrix n n ℂ) : ℝ := transmission B U U + transmission B D D

/-- Conductance for antiparallel magnetisations: majority to minority plus minority to
majority. -/
def antiparallel (B U D : Matrix n n ℂ) : ℝ := transmission B U D + transmission B D U
```

The matrix $|a\rangle\langle a|$ is written as an outer product of `a` with its conjugate.

```lean
/-- The spectral matrix `|a⟩⟨a|` of a single orbital `a`, not necessarily normalised. -/
def orbital (a : n → ℂ) : Matrix n n ℂ := vecMulVec a (star a)
```

The next theorem justifies the real part in the definition: for Hermitian matrices nothing is discarded. Its proof shows that the trace equals its own conjugate.

```lean
/-- For Hermitian spectral matrices and a Hermitian coupling the transmission trace is real. -/
theorem transmission_trace_real {B L R : Matrix n n ℂ} (hB : B.IsHermitian)
    (hL : L.IsHermitian) (hR : R.IsHermitian) : (trace (L * B * R * B)).im = 0 := by
  have h : star (trace (L * B * R * B)) = trace (L * B * R * B) := by
    rw [← trace_conjTranspose]
    simp only [conjTranspose_mul, hB.eq, hL.eq, hR.eq]
    rw [show B * (R * (B * L)) = (B * R * B) * L by simp only [Matrix.mul_assoc],
      trace_mul_comm]
    simp only [Matrix.mul_assoc]
  have h' := congrArg Complex.im h
  simp only [Complex.star_def, Complex.conj_im] at h'
  linarith
```

Cyclicity of the trace makes the two antiparallel channels equal, which gives the form $2\operatorname{tr}(UBDB)$.

```lean
/-- The two antiparallel spin channels transmit equally. -/
theorem antiparallel_eq (B U D : Matrix n n ℂ) :
    antiparallel B U D = 2 * transmission B U D := by
  have h : transmission B D U = transmission B U D := by
    unfold transmission
    rw [Matrix.mul_assoc (D * B) U B, trace_mul_comm, ← Matrix.mul_assoc]
  rw [antiparallel, h]
  ring
```

## A semidefinite coupling gives a sum of squares

The identity $P-A=\operatorname{tr}(XBXB)$ needs no hypothesis on the matrices, since it only expands products.

```lean
/-- The conductance difference depends only on the spin polarisation `U - D` of the spectral
matrices and on the coupling. -/
theorem parallel_sub_antiparallel (B U D : Matrix n n ℂ) :
    parallel B U D - antiparallel B U D = transmission B (U - D) (U - D) := by
  unfold parallel antiparallel transmission
  simp only [Matrix.sub_mul, Matrix.mul_sub, trace_sub, Complex.sub_re]
  ring
```

Here `Cᴴ` is $C^\dagger$. The step `ht` moves the last factor to the front of the trace, and the final lines write $\operatorname{tr}(MM^\dagger)$ as a sum over entries; `Complex.normSq` is the squared modulus.

```lean
/-- For a coupling `Cᴴ C` and a Hermitian matrix `X`, the transmission expression with `X` in both
places is the sum of the squared moduli of the entries of `C X Cᴴ`. -/
theorem transmission_factored (C : Matrix n n ℂ) {X : Matrix n n ℂ} (hX : X.IsHermitian) :
    transmission (Cᴴ * C) X X = ∑ i, ∑ j, Complex.normSq ((C * X * Cᴴ) i j) := by
  have hM : (C * X * Cᴴ)ᴴ = C * X * Cᴴ := by
    simp only [conjTranspose_mul, conjTranspose_conjTranspose, hX.eq, Matrix.mul_assoc]
  -- move the last factor C to the front of the trace
  have ht : trace (X * (Cᴴ * C) * X * (Cᴴ * C))
      = trace ((C * X * Cᴴ) * (C * X * Cᴴ)ᴴ) := by
    rw [hM, show X * (Cᴴ * C) * X * (Cᴴ * C) = (X * Cᴴ * C * X * Cᴴ) * C by
      simp only [Matrix.mul_assoc], trace_mul_comm]
    simp only [Matrix.mul_assoc]
  rw [transmission, ht]
  generalize C * X * Cᴴ = M
  simp [trace, Matrix.mul_apply, Complex.normSq_apply]
```

The factorisation $B=C^\dagger C$ comes from Mathlib's theorem that the nonnegative elements of a C*-algebra are those of the form $c^*c$, applied to complex matrices.

```lean
open scoped MatrixOrder Matrix.Norms.L2Operator in
private lemma exists_factor [DecidableEq n] {B : Matrix n n ℂ} (hB : B.PosSemidef) :
    ∃ C : Matrix n n ℂ, B = Cᴴ * C :=
  CStarAlgebra.nonneg_iff_eq_star_mul_self.mp (Matrix.nonneg_iff_posSemidef.mpr hB)
```

Combining the three results gives $A\le P$. Only the Hermiticity of $U$ and $D$ is used here, so the inequality holds for more matrices than the physical spectral ones.

```lean
/-- With a positive semidefinite coupling and Hermitian spectral matrices, the parallel
conductance is at least the antiparallel one. -/
theorem antiparallel_le_parallel [DecidableEq n] {B U D : Matrix n n ℂ} (hB : B.PosSemidef)
    (hU : U.IsHermitian) (hD : D.IsHermitian) : antiparallel B U D ≤ parallel B U D := by
  obtain ⟨C, rfl⟩ := exists_factor hB
  rw [← sub_nonneg, parallel_sub_antiparallel, transmission_factored C (hU.sub hD)]
  exact Finset.sum_nonneg fun i _ => Finset.sum_nonneg fun j _ => Complex.normSq_nonneg _
```

For the equality case, `hM` extracts $M=0$ from the vanishing sum, `hBX` turns this into $BXB=0$, and the last step cancels the invertible $B$ on both sides.

```lean
/-- With a positive definite coupling and Hermitian spectral matrices, the two conductances
agree exactly when the majority and minority spectral matrices coincide. -/
theorem parallel_eq_antiparallel_iff [DecidableEq n] {B U D : Matrix n n ℂ} (hB : B.PosDef)
    (hU : U.IsHermitian) (hD : D.IsHermitian) :
    parallel B U D = antiparallel B U D ↔ U = D := by
  constructor
  · intro h
    obtain ⟨C, hC⟩ := exists_factor hB.posSemidef
    have h0 := parallel_sub_antiparallel B U D
    rw [h, sub_self, hC, transmission_factored C (hU.sub hD)] at h0
    -- a vanishing sum of squares has vanishing terms
    have hM : C * (U - D) * Cᴴ = 0 := by
      ext i j
      have hi := (Finset.sum_eq_zero_iff_of_nonneg (fun i _ =>
        Finset.sum_nonneg fun j _ => Complex.normSq_nonneg _)).mp h0.symm i (Finset.mem_univ i)
      have hj := (Finset.sum_eq_zero_iff_of_nonneg (fun j _ =>
        Complex.normSq_nonneg _)).mp hi j (Finset.mem_univ j)
      exact Complex.normSq_eq_zero.mp hj
    have hBX : B * ((U - D) * B) = 0 := by
      calc B * ((U - D) * B) = Cᴴ * (C * (U - D) * Cᴴ) * C := by
            rw [hC]; simp only [Matrix.mul_assoc]
        _ = 0 := by rw [hM, Matrix.mul_zero, Matrix.zero_mul]
    exact sub_eq_zero.mp
      (hB.isUnit.mul_left_eq_zero.mp (hB.isUnit.mul_right_eq_zero.mp hBX))
  · rintro rfl
    rfl
```

## Building an inverted junction from an indefinite coupling

The expression `star a ⬝ᵥ (B *ᵥ b)` is $\langle a|B|b\rangle$. The first two lemmas state that $\langle b|B|a\rangle=\langle a|B|b\rangle^*$ and that expectation values of $B$ are real.

```lean
private lemma form_star {B : Matrix n n ℂ} (hB : B.IsHermitian) (a b : n → ℂ) :
    star b ⬝ᵥ (B *ᵥ a) = star (star a ⬝ᵥ (B *ᵥ b)) := by
  have h : star b ⬝ᵥ (B *ᵥ a) = star (star (B *ᵥ a) ⬝ᵥ b) := Matrix.star_dotProduct _ _
  rw [h, Matrix.star_mulVec, hB.eq, ← Matrix.dotProduct_mulVec]

private lemma form_im {B : Matrix n n ℂ} (hB : B.IsHermitian) (a : n → ℂ) :
    (star a ⬝ᵥ (B *ᵥ a)).im = 0 := by
  have h := congrArg Complex.im (form_star hB a a)
  simp only [Complex.star_def, Complex.conj_im] at h
  linarith
```

A Hermitian matrix that is not positive semidefinite has a vector with negative expectation value. Applied to $B$ this supplies $w$; applied to $-B$ it supplies $v$.

```lean
private lemma exists_neg {B : Matrix n n ℂ} (hB : B.IsHermitian) (h : ¬ B.PosSemidef) :
    ∃ w : n → ℂ, (star w ⬝ᵥ (B *ᵥ w)).re < 0 := by
  by_contra hn
  refine h (PosSemidef.of_dotProduct_mulVec_nonneg hB fun x => ?_)
  exact Complex.nonneg_iff.mpr ⟨not_lt.mp fun hx => hn ⟨x, hx⟩, (form_im hB x).symm⟩
```

The single-orbital formula follows by collapsing the product of outer products into two matrix elements, which are conjugates of each other.

```lean
/-- Between two single orbitals, a Hermitian coupling transmits the squared modulus of its
matrix element. -/
theorem transmission_orbital {B : Matrix n n ℂ} (hB : B.IsHermitian) (a b : n → ℂ) :
    transmission B (orbital a) (orbital b) = Complex.normSq (star a ⬝ᵥ (B *ᵥ b)) := by
  have h : trace (orbital a * B * orbital b * B)
      = (star a ⬝ᵥ (B *ᵥ b)) * (star b ⬝ᵥ (B *ᵥ a)) := by
    unfold orbital
    have e (x : n → ℂ) : vecMulVec x (star x) * B = vecMulVec x (star x ᵥ* B) := by
      rw [vecMulVec_mul]
    rw [Matrix.mul_assoc (vecMulVec a (star a) * B), e a, e b,
      vecMulVec_mul_vecMulVec, trace_vecMulVec, dotProduct_smul, smul_eq_mul,
      dotProduct_comm a, ← Matrix.dotProduct_mulVec, ← Matrix.dotProduct_mulVec]
  rw [transmission, h, form_star hB a b, Complex.star_def, Complex.mul_conj, Complex.ofReal_re]
```

The lemma `inverted` is the computation with $v+w$ and $v-w$. Its hypothesis `hc` is $x^2\le y^2$. The `simp only` call expands all matrix elements into real and imaginary parts, and `nlinarith` closes the inequality from $\beta\gamma>0$ and `hc`.

```lean
private lemma inverted {B : Matrix n n ℂ} (hB : B.IsHermitian) (v w : n → ℂ)
    (hv : 0 < (star v ⬝ᵥ (B *ᵥ v)).re) (hw : (star w ⬝ᵥ (B *ᵥ w)).re < 0)
    (hc : (star v ⬝ᵥ (B *ᵥ w)).re ^ 2 ≤ (star v ⬝ᵥ (B *ᵥ w)).im ^ 2) :
    parallel B (orbital (v + w)) (orbital (v - w))
      < antiparallel B (orbital (v + w)) (orbital (v - w)) := by
  unfold parallel antiparallel
  simp only [transmission_orbital hB, star_add, star_sub, Matrix.mulVec_add, Matrix.mulVec_sub,
    add_dotProduct, sub_dotProduct, dotProduct_add, dotProduct_sub, form_star hB v w,
    Complex.normSq_apply, Complex.add_re, Complex.add_im, Complex.sub_re, Complex.sub_im,
    Complex.star_def, Complex.conj_re, Complex.conj_im, form_im hB v, form_im hB w]
  nlinarith [mul_pos hv (neg_pos.mpr hw), hc]
```

The main theorem fixes a Hermitian $B$ and lets $U$ and $D$ range over all positive semidefinite matrices. From left to right, it assumes that both $B$ and $-B$ fail to be positive semidefinite, obtains $v$ and $w$, and splits on whether $x^2\le y^2$. In the second case it uses `Complex.I • w` in place of `w`. From right to left, it applies the earlier inequality to $B$ or to $-B$.

The equivalence concerns a guarantee for every pair $U,D$. With an indefinite $B$, particular electrodes may still have $P\ge A$; equal spectral matrices $U=D$ always give $P=A$.

```lean
/-- For a Hermitian coupling, the parallel conductance is at least the antiparallel one for all
positive semidefinite spectral matrices exactly when the coupling or its negative is positive
semidefinite. -/
theorem nonnegative_magnetoresistance_iff [DecidableEq n] {B : Matrix n n ℂ}
    (hB : B.IsHermitian) :
    (∀ U D : Matrix n n ℂ, U.PosSemidef → D.PosSemidef →
      antiparallel B U D ≤ parallel B U D) ↔ B.PosSemidef ∨ (-B).PosSemidef := by
  constructor
  · intro h
    by_contra hn
    obtain ⟨hn1, hn2⟩ := not_or.mp hn
    obtain ⟨w, hw⟩ := exists_neg hB hn1
    obtain ⟨v, hv⟩ := exists_neg hB.neg hn2
    rw [Matrix.neg_mulVec, dotProduct_neg, Complex.neg_re, neg_lt_zero] at hv
    have key (a : n → ℂ) : (orbital a).PosSemidef := posSemidef_vecMulVec_self_star a
    rcases le_total ((star v ⬝ᵥ (B *ᵥ w)).re ^ 2) ((star v ⬝ᵥ (B *ᵥ w)).im ^ 2) with hc | hc
    · exact not_lt_of_ge (h _ _ (key _) (key _)) (inverted hB v w hv hw hc)
    · -- a quarter-turn of the phase of w exchanges the squares of the real and imaginary parts
      refine not_lt_of_ge (h _ _ (key _) (key _)) (inverted hB v (Complex.I • w) hv ?_ ?_)
      · have hI : star (Complex.I • w) ⬝ᵥ (B *ᵥ (Complex.I • w)) = star w ⬝ᵥ (B *ᵥ w) := by
          rw [star_smul, Matrix.mulVec_smul, smul_dotProduct, dotProduct_smul, smul_eq_mul,
            smul_eq_mul, Complex.star_def, Complex.conj_I]
          linear_combination (-(star w ⬝ᵥ (B *ᵥ w))) * Complex.I_mul_I
        rw [hI]
        exact hw
      · rw [Matrix.mulVec_smul, dotProduct_smul, smul_eq_mul, Complex.I_mul_re,
          Complex.I_mul_im, neg_sq]
        exact hc
  · rintro (h | h) U D hU hD
    · exact antiparallel_le_parallel h hU.isHermitian hD.isHermitian
    · -- the coupling enters twice, so its overall sign drops out
      have := antiparallel_le_parallel h hU.isHermitian hD.isHermitian
      simpa [parallel, antiparallel, transmission] using this
```

The two-orbital junction is stated with explicit matrices. The equations `hU` and `hD` recognise the spectral matrices as outer products of $(1,1)$ and $(1,-1)$, which makes them positive semidefinite, and the two conductances are then evaluated directly.

```lean
/-- A two-orbital junction with coupling `diag(1, -1)` and positive semidefinite spectral
matrices whose parallel conductance is 0 and whose antiparallel conductance is 8. -/
theorem inverse_magnetoresistance_example :
    (!![1, 1; 1, 1] : Matrix (Fin 2) (Fin 2) ℂ).PosSemidef ∧
    (!![1, -1; -1, 1] : Matrix (Fin 2) (Fin 2) ℂ).PosSemidef ∧
    parallel !![1, 0; 0, -1] !![1, 1; 1, 1] !![1, -1; -1, 1] = 0 ∧
    antiparallel !![1, 0; 0, -1] !![1, 1; 1, 1] !![1, -1; -1, 1] = 8 := by
  have hU : (!![1, 1; 1, 1] : Matrix (Fin 2) (Fin 2) ℂ)
      = vecMulVec ![1, 1] (star ![1, 1]) := by
    ext i j
    fin_cases i <;> fin_cases j <;> simp [vecMulVec_apply]
  have hD : (!![1, -1; -1, 1] : Matrix (Fin 2) (Fin 2) ℂ)
      = vecMulVec ![1, -1] (star ![1, -1]) := by
    ext i j
    fin_cases i <;> fin_cases j <;> simp [vecMulVec_apply]
  refine ⟨hU ▸ posSemidef_vecMulVec_self_star _, hD ▸ posSemidef_vecMulVec_self_star _, ?_, ?_⟩
  · simp [parallel, transmission, trace_fin_two]
  · simp [antiparallel, transmission, trace_fin_two]
    norm_num

end

end TunnellingMagnetoresistance
```

```lean
#print axioms TunnellingMagnetoresistance.antiparallel_eq
-- 'TunnellingMagnetoresistance.antiparallel_eq' depends on axioms: [propext, Classical.choice, Quot.sound]
#print axioms TunnellingMagnetoresistance.parallel_eq_antiparallel_iff
-- 'TunnellingMagnetoresistance.parallel_eq_antiparallel_iff' depends on axioms: [propext, Classical.choice, Quot.sound]
#print axioms TunnellingMagnetoresistance.nonnegative_magnetoresistance_iff
-- 'TunnellingMagnetoresistance.nonnegative_magnetoresistance_iff' depends on axioms: [propext, Classical.choice, Quot.sound]
#print axioms TunnellingMagnetoresistance.inverse_magnetoresistance_example
-- 'TunnellingMagnetoresistance.inverse_magnetoresistance_example' depends on axioms: [propext, Classical.choice, Quot.sound]
```
